# For independent two-level fragments, the renormalized Davidson correlation energy per fragment tends to zero

Take \(N\) identical, non-interacting two-level fragments and treat them by configuration interaction (CI) with at most one fragment excited at a time. Let \(E_N\) be the lowest CI energy relative to the reference, and \(w_N\) the weight of the reference in the normalised ground state. For an excitation energy \(d>0\), the energy with the renormalized Davidson correction is \(R_N=E_N/w_N\), and

\[
\frac{R_N}{N}\longrightarrow 0 \qquad (N\to\infty).
\]

If the coupling \(b\) between the two levels is nonzero, the exact energy relative to the reference grows in proportion to \(N\), so the corrected energy recovers a vanishing fraction of it.

## Fragments excited one at a time

Each fragment has a reference state of energy \(0\) and an excited state of energy \(d\), coupled by a real matrix element \(b\). A minimal-basis hydrogen molecule is an example: the excited state is the doubly excited configuration, so "one excitation at a time" means CI with double excitations.

For a single fragment this CI is exact and gives the energy \(E_1\). Since the fragments don't interact, the exact ground-state energy of all \(N\) is \(N E_1\). Truncated CI keeps the reference and the \(N\) configurations with one excited fragment. Two different excited configurations don't couple, because the Hamiltonian acts on one fragment at a time. The CI matrix therefore has diagonal \((0,d,\dots,d)\), the border \(b\) in its first row and column, and zeros elsewhere.

The renormalized Davidson correction adds \(E_N(1-w_N)/w_N\) to the CI energy as an estimate of the missing higher excitations. The sum is

\[
R_N=E_N+E_N\frac{1-w_N}{w_N}=\frac{E_N}{w_N}.
\]

## From the CI output to the corrected energy

A CI calculation prints a total energy and the coefficient \(c_0\) of the reference in the normalised vector. Subtracting the reference energy gives \(E_N\), and dividing by \(w_N=c_0^2\) gives \(R_N\). With \(d=3\) and \(b=2\) in some energy unit, the model gives:

| \(N\) | \(E_N\) | \(w_N\) | \(R_N\) | \(N E_1\) | \(R_N/(N E_1)\) |
|---|---|---|---|---|---|
| 1 | −1 | 4/5 | −1.25 | −1 | 1.25 |
| 10 | −5 | 8/13 | −8.125 | −10 | 0.81 |
| 115 | −20 | 23/43 | −37.39 | −115 | 0.33 |

The correction overshoots for one fragment and falls far short for many.

## Ground states and limits in Lean

`arrow d b N` is the CI matrix. Its index `0` is the reference, and its indices \(j=1,\dots,N\), written `i.succ` in Lean, are the excited configurations.

`IsGroundState d b N E c` says that `c` has unit norm, that it is an eigenvector with eigenvalue `E`, and that no eigenvalue lies below `E`. The reference weight is `c 0 ^ 2`, and `corrected E w` is the corrected energy, including the CI energy itself.

The theorem `corrected_per_fragment_tendsto_zero` takes \(d>0\) and any choice of a ground state for every \(N\), and concludes \(R_N/N\to0\). It allows \(b=0\), where \(E_N\), \(R_N\) and the exact ground-state energy all vanish. The theorem `recovered_fraction_tendsto_zero` adds \(b\neq0\), meaning that the reference really mixes with the excited states, and concludes that \(E_1<0\) and \(R_N/(N E_1)\to0\).

The Lean model starts from the CI matrix. The many-fragment Hamiltonian, from which this matrix and the exact energy \(N E_1\) follow, enters only through the physical argument above. For electronic structure, the result shows in a model of identical non-interacting fragments that this correction does not make truncated CI extensive.

## The secular equation and the square-root law

Write \(E,w,R\) for \(E_N,w_N,R_N\). The eigenvalue equation reads

\[
b\sum_{j=1}^N c_j=E c_0,\qquad b c_0+d c_j=E c_j .
\]

For \(E<d\) the second equation gives \(c_j=q c_0\) with \(q=b/(E-d)\). Hence \(c_0\neq0\), since otherwise the whole vector would vanish. The first equation then becomes \(Nbq=E\), or

\[
E(E-d)=N b^2 .
\]

The lower root \(x=\tfrac12\bigl(d-\sqrt{d^2+4Nb^2}\bigr)\) is at most \(0\). It is an eigenvalue, with eigenvector proportional to \((1,q,\dots,q)\), where \(q=b/(x-d)\). The lowest eigenvalue therefore satisfies \(E\le x\le0<d\), which justifies the assumption \(E<d\).

Normalisation gives \(w(1+Nq^2)=1\). Since \(Nq^2=Nb^2/(E-d)^2=E/(E-d)\),

\[
w=\frac{E-d}{2E-d},\qquad
R=\frac{E(2E-d)}{E-d}=2E+d\,\frac{E}{E-d}.
\]

Now let \(B=|b|\sqrt N\), so that \(E^2-dE=B^2\). Because \(-dE\ge0\), we have \(E^2\le B^2\) and thus \(E\ge-B\). Also

\[
(d-E)^2=d^2-dE+B^2\ge B^2,
\]

so \(E\le-B+d\). The ratio \(E/(E-d)\) lies between \(0\) and \(1\), and therefore

\[
-2|b|\sqrt N\le R\le-2|b|\sqrt N+3d .
\]

For \(N\geq1\), division by \(N\) gives

\[
-\frac{2|b|}{\sqrt N}\le\frac{R}{N}\le\frac{3d}{N},
\]

and both bounds tend to zero. For \(b\ne0\), the secular equation \(E_1(E_1-d)=b^2\) excludes \(E_1=0\), so \(E_1<0\), and dividing by this constant leaves the limit at zero.

The formula for \(w\) also shows the mechanism: the weight never falls below \(1/2\), so dividing by it at most doubles an energy that grows only as \(\sqrt N\).

## The complete Lean file

```lean
import Mathlib

open Matrix Filter Topology

namespace RenormalizedDavidson

noncomputable section

/-- The CI matrix of `N` identical fragments with one excitation at a time: reference energy `0`,
excitation energy `d`, and coupling `b` between the reference and each excited state. -/
def arrow (d b : ℝ) (N : ℕ) : Matrix (Fin (N + 1)) (Fin (N + 1)) ℝ :=
  Matrix.of fun i j =>
    if i = 0 then (if j = 0 then 0 else b)
    else if j = 0 then b else if i = j then d else 0

/-- `c` is a unit eigenvector of the CI matrix and its eigenvalue `E` is the lowest one. -/
structure IsGroundState (d b : ℝ) (N : ℕ) (E : ℝ) (c : Fin (N + 1) → ℝ) : Prop where
  unit : c ⬝ᵥ c = 1
  eigen : arrow d b N *ᵥ c = E • c
  lowest : ∀ (μ : ℝ) (v : Fin (N + 1) → ℝ), v ≠ 0 → arrow d b N *ᵥ v = μ • v → E ≤ μ

/-- The correlation energy `E` plus the renormalized Davidson correction `E (1 - w) / w`, for a
nonzero reference weight `w`. -/
def corrected (E w : ℝ) : ℝ := E + E * (1 - w) / w

/-- For a nonzero reference weight the corrected energy is the CI energy divided by the weight. -/
theorem corrected_eq_div (E : ℝ) {w : ℝ} (hw : w ≠ 0) : corrected E w = E / w := by
  rw [corrected, eq_div_iff hw, add_mul, div_mul_cancel₀ _ hw]
  ring

/-- The CI eigenvalue equation written out for the reference and the excited amplitudes. -/
theorem eigen_iff (d b μ : ℝ) (N : ℕ) (v : Fin (N + 1) → ℝ) :
    arrow d b N *ᵥ v = μ • v ↔
      b * ∑ i : Fin N, v i.succ = μ * v 0 ∧
        ∀ i : Fin N, b * v 0 + d * v i.succ = μ * v i.succ := by
  have h0 : (arrow d b N *ᵥ v) 0 = b * ∑ i : Fin N, v i.succ := by
    simp [arrow, Matrix.mulVec, dotProduct, Fin.sum_univ_succ, Finset.mul_sum]
  have hs : ∀ i : Fin N, (arrow d b N *ᵥ v) i.succ = b * v 0 + d * v i.succ := by
    intro i
    simp [arrow, Matrix.mulVec, dotProduct, Fin.sum_univ_succ]
  constructor
  · intro h
    exact ⟨h0.symm.trans (congrFun h 0), fun i => (hs i).symm.trans (congrFun h i.succ)⟩
  · rintro ⟨h1, h2⟩
    funext i
    refine Fin.cases ?_ (fun j => ?_) i
    · exact h0.trans h1
    · exact (hs j).trans (h2 j)

/-- An eigenvector with eigenvalue `μ` below `d` has a nonzero reference amplitude and equal excited
amplitudes, and `μ` solves the secular equation `μ (μ - d) = N b²`. -/
theorem secular {d b μ : ℝ} {N : ℕ} {v : Fin (N + 1) → ℝ} (hv0 : v ≠ 0)
    (h : arrow d b N *ᵥ v = μ • v) (hμ : μ < d) :
    v 0 ≠ 0 ∧ (∀ i : Fin N, v i.succ = b / (μ - d) * v 0) ∧ μ * (μ - d) = N * b ^ 2 := by
  obtain ⟨h0, hs⟩ := (eigen_iff d b μ N v).1 h
  have hne : μ - d ≠ 0 := (sub_neg.2 hμ).ne
  have hv : ∀ i : Fin N, v i.succ = b / (μ - d) * v 0 := fun i => by
    rw [div_mul_eq_mul_div, eq_div_iff hne]
    linear_combination -(hs i)
  have h00 : v 0 ≠ 0 := by
    intro hz
    apply hv0
    funext i
    refine Fin.cases ?_ (fun j => ?_) i
    · exact hz
    · simp [hv j, hz]
  have hsum : ∑ i : Fin N, v i.succ = N * (b / (μ - d) * v 0) := by
    rw [Finset.sum_congr rfl (fun i _ => hv i)]
    simp
  have hk : b / (μ - d) * (μ - d) = b := div_mul_cancel₀ b hne
  rw [hsum] at h0
  refine ⟨h00, hv, mul_right_cancel₀ h00 ?_⟩
  linear_combination -(μ - d) * h0 + N * b * v 0 * hk

/-- The lower root of the secular equation `x (x - d) = N b²`. -/
def lowRoot (d b : ℝ) (N : ℕ) : ℝ := (d - √(d ^ 2 + 4 * N * b ^ 2)) / 2

/-- The excited amplitude relative to the reference at the lower root, for `d > 0`. -/
def amplitude (d b : ℝ) (N : ℕ) : ℝ := b / (lowRoot d b N - d)

/-- The normalised vector with equal excited amplitudes, for `d > 0`. -/
def groundVector (d b : ℝ) (N : ℕ) : Fin (N + 1) → ℝ := fun i =>
  (if i = 0 then 1 else amplitude d b N) / √(1 + N * amplitude d b N ^ 2)

/-- For `d > 0` and every number of fragments, the lower root and the vector with equal excited
amplitudes form a ground state of the CI matrix. -/
theorem isGroundState_witness {d : ℝ} (hd : 0 < d) (b : ℝ) (N : ℕ) :
    IsGroundState d b N (lowRoot d b N) (groundVector d b N) := by
  have hsq := Real.sq_sqrt (show 0 ≤ d ^ 2 + 4 * N * b ^ 2 by positivity)
  have hle : d ≤ √(d ^ 2 + 4 * N * b ^ 2) :=
    (Real.le_sqrt' hd).2 (le_add_of_nonneg_right (by positivity))
  have hr0 : lowRoot d b N ≤ 0 := by unfold lowRoot; linarith
  have hr : lowRoot d b N * (lowRoot d b N - d) = N * b ^ 2 := by
    unfold lowRoot
    linear_combination hsq / 4
  have hne : lowRoot d b N - d ≠ 0 := (show lowRoot d b N - d < 0 by linarith).ne
  have hq : amplitude d b N * (lowRoot d b N - d) = b := div_mul_cancel₀ b hne
  have hbq : b * (N * amplitude d b N) = lowRoot d b N := by
    apply mul_right_cancel₀ hne
    linear_combination N * b * hq - hr
  have hS := Real.sq_sqrt (show 0 ≤ 1 + N * amplitude d b N ^ 2 by positivity)
  have g0 : groundVector d b N 0 = 1 / √(1 + N * amplitude d b N ^ 2) := by
    simp [groundVector]
  have gs : ∀ i : Fin N, groundVector d b N i.succ =
      amplitude d b N / √(1 + N * amplitude d b N ^ 2) := by
    intro i
    simp [groundVector]
  refine ⟨?_, (eigen_iff _ _ _ _ _).2 ⟨?_, fun i => ?_⟩, fun μ v hv h => ?_⟩
  · simp only [dotProduct, Fin.sum_univ_succ, g0, gs, Finset.sum_const, Finset.card_univ,
      Fintype.card_fin, nsmul_eq_mul]
    calc _ = (1 + N * amplitude d b N ^ 2) / √(1 + N * amplitude d b N ^ 2) ^ 2 := by ring
      _ = 1 := by
        rw [hS]
        exact div_self (by positivity)
  · simp only [g0, gs, Finset.sum_const, Finset.card_univ, Fintype.card_fin, nsmul_eq_mul]
    linear_combination (1 / √(1 + N * amplitude d b N ^ 2)) * hbq
  · rw [g0, gs]
    linear_combination -(1 / √(1 + N * amplitude d b N ^ 2)) * hq
  · -- an eigenvalue below the lower root would violate the secular equation
    by_contra hlt
    push Not at hlt
    have hm := (secular hv h (by linarith)).2.2
    nlinarith [mul_pos (sub_pos.2 hlt) (show 0 < d - μ - lowRoot d b N by linarith)]

/-- For `d > 0` the ground-state energy is not positive and solves the secular equation, and the
corrected energy is `2 E + d E / (E - d)`. -/
theorem corrected_ground {d b E : ℝ} {N : ℕ} {c : Fin (N + 1) → ℝ} (hd : 0 < d)
    (h : IsGroundState d b N E c) :
    E ≤ 0 ∧ E * (E - d) = N * b ^ 2 ∧
      corrected E (c 0 ^ 2) = 2 * E + d * (E / (E - d)) := by
  have nz : ∀ {x : ℝ} {v : Fin (N + 1) → ℝ}, IsGroundState d b N x v → v ≠ 0 := by
    intro x v hv hz
    have hu := hv.unit
    rw [hz] at hu
    simp at hu
  have hw := isGroundState_witness hd b N
  have hE : E ≤ 0 := by
    have h1 := h.lowest _ _ (nz hw) hw.eigen
    have h2 : lowRoot d b N ≤ 0 := by
      have h3 : d ≤ √(d ^ 2 + 4 * N * b ^ 2) :=
        (Real.le_sqrt' hd).2 (le_add_of_nonneg_right (by positivity))
      unfold lowRoot
      linarith
    linarith
  obtain ⟨hc, hs, hsec⟩ := secular (nz h) h.eigen (by linarith)
  have hne : E - d ≠ 0 := (show E - d < 0 by linarith).ne
  have hq : b / (E - d) * (E - d) = b := div_mul_cancel₀ b hne
  have hp : E / (E - d) * (E - d) = E := div_mul_cancel₀ E hne
  have hu := h.unit
  simp only [dotProduct, Fin.sum_univ_succ] at hu
  rw [Finset.sum_congr rfl (fun i _ => by rw [hs i])] at hu
  simp only [Finset.sum_const, Finset.card_univ, Fintype.card_fin, nsmul_eq_mul] at hu
  generalize b / (E - d) = q at hq hu
  generalize E / (E - d) = p at hp ⊢
  have hNq : N * q ^ 2 * (E - d) = E := by
    apply mul_right_cancel₀ hne
    linear_combination N * (q * (E - d) + b) * hq - hsec
  -- normalisation fixes the reference weight
  have hwt : c 0 ^ 2 * (2 * E - d) = E - d := by
    linear_combination (E - d) * hu - c 0 ^ 2 * hNq
  refine ⟨hE, hsec, ?_⟩
  rw [corrected_eq_div E (pow_ne_zero 2 hc), div_eq_iff (pow_ne_zero 2 hc)]
  apply mul_right_cancel₀ hne
  linear_combination -E * hwt - d * c 0 ^ 2 * hp

/-- For `d > 0` the corrected energy of `N` fragments equals `-2 |b| √N` up to an error between
`0` and `3 d`. -/
theorem corrected_bounds {d b E : ℝ} {N : ℕ} {c : Fin (N + 1) → ℝ} (hd : 0 < d)
    (h : IsGroundState d b N E c) :
    -(2 * |b| * √N) ≤ corrected E (c 0 ^ 2) ∧
      corrected E (c 0 ^ 2) ≤ -(2 * |b| * √N) + 3 * d := by
  obtain ⟨hE, hsec, hR⟩ := corrected_ground hd h
  have hB0 : 0 ≤ |b| * √N := by positivity
  have hB : (|b| * √N) ^ 2 = N * b ^ 2 := by
    rw [mul_pow, sq_abs, Real.sq_sqrt (Nat.cast_nonneg N)]
    ring
  have hdE : 0 ≤ d * -E := mul_nonneg hd.le (by linarith)
  -- the secular equation confines E to a window of width d
  have hlow : -(|b| * √N) ≤ E := by
    by_contra hlt
    push Not at hlt
    nlinarith [mul_pos (show 0 < -E - |b| * √N by linarith)
      (show 0 < -E + |b| * √N by linarith)]
  have hupp : E ≤ -(|b| * √N) + d := by
    by_contra hlt
    push Not at hlt
    nlinarith [mul_pos (show 0 < |b| * √N - (d - E) by linarith)
      (show 0 < |b| * √N + (d - E) by linarith), mul_pos hd hd]
  have hp0 : 0 ≤ E / (E - d) := div_nonneg_of_nonpos hE (by linarith)
  have hp : E / (E - d) * (E - d) = E :=
    div_mul_cancel₀ E (show E - d < 0 by linarith).ne
  have hp1 : E / (E - d) ≤ 1 := by
    by_contra hlt
    push Not at hlt
    nlinarith [mul_pos (sub_pos.2 hlt) (show 0 < d - E by linarith)]
  have h1 := mul_nonneg hd.le hp0
  have h2 := mul_le_mul_of_nonneg_left hp1 hd.le
  rw [hR]
  constructor <;> linarith

/-- For `d > 0` the CI energy with the renormalized Davidson correction, divided by the number of
fragments, tends to zero. -/
theorem corrected_per_fragment_tendsto_zero {d b : ℝ} (hd : 0 < d) {E : ℕ → ℝ}
    {c : (N : ℕ) → Fin (N + 1) → ℝ} (h : ∀ N, IsGroundState d b N (E N) (c N)) :
    Tendsto (fun N : ℕ => corrected (E N) (c N 0 ^ 2) / N) atTop (𝓝 0) := by
  have hu : Tendsto (fun N : ℕ => (√(N : ℝ))⁻¹) atTop (𝓝 0) :=
    tendsto_inv_atTop_zero.comp (Real.tendsto_sqrt_atTop.comp tendsto_natCast_atTop_atTop)
  have hl : Tendsto (fun N : ℕ => -(2 * |b|) * (√(N : ℝ))⁻¹) atTop (𝓝 0) := by
    simpa only [mul_zero] using hu.const_mul (-(2 * |b|))
  refine tendsto_of_tendsto_of_tendsto_of_le_of_le' hl
    (tendsto_const_div_atTop_nhds_zero_nat (3 * d)) ?_ ?_
  · filter_upwards [eventually_gt_atTop 0] with N hN
    have hNpos : (0 : ℝ) < N := Nat.cast_pos.2 hN
    have hsN : (√(N : ℝ))⁻¹ * N = √N :=
      (inv_mul_eq_iff_eq_mul₀ (Real.sqrt_pos.2 hNpos).ne').2
        (Real.mul_self_sqrt hNpos.le).symm
    rw [le_div_iff₀ hNpos, mul_assoc, hsN]
    linarith [(corrected_bounds hd (h N)).1]
  · filter_upwards with N
    have hB0 : 0 ≤ 2 * |b| * √N := by positivity
    exact div_le_div_of_nonneg_right (by linarith [(corrected_bounds hd (h N)).2])
      (Nat.cast_nonneg N)

/-- For `d > 0` and `b ≠ 0` a single fragment has negative correlation energy `E 1`, and the ratio
of the corrected energy of `N` fragments to the additive value `N * E 1` tends to zero. -/
theorem recovered_fraction_tendsto_zero {d b : ℝ} (hd : 0 < d) (hb : b ≠ 0) {E : ℕ → ℝ}
    {c : (N : ℕ) → Fin (N + 1) → ℝ} (h : ∀ N, IsGroundState d b N (E N) (c N)) :
    E 1 < 0 ∧
      Tendsto (fun N : ℕ => corrected (E N) (c N 0 ^ 2) / (N * E 1)) atTop (𝓝 0) := by
  obtain ⟨hE, hsec, -⟩ := corrected_ground hd (h 1)
  constructor
  · refine lt_of_le_of_ne hE fun hz => ?_
    rw [hz, zero_mul, Nat.cast_one, one_mul] at hsec
    exact pow_ne_zero 2 hb hsec.symm
  · have ht := (corrected_per_fragment_tendsto_zero hd h).div_const (E 1)
    simpa only [zero_div, div_div] using ht

end

end RenormalizedDavidson
```

```lean
#print axioms RenormalizedDavidson.corrected_per_fragment_tendsto_zero
-- 'RenormalizedDavidson.corrected_per_fragment_tendsto_zero' depends on axioms: [propext, Classical.choice, Quot.sound]
#print axioms RenormalizedDavidson.recovered_fraction_tendsto_zero
-- 'RenormalizedDavidson.recovered_fraction_tendsto_zero' depends on axioms: [propext, Classical.choice, Quot.sound]
```

## From matrix components to the limit

**Energy and secular equation.** `corrected_eq_div` proves \(R=E/w\) for nonzero weight. `eigen_iff` splits the matrix equation into the two component equations. From these, `secular` derives the equal amplitudes, the nonzero reference amplitude and the quadratic equation for any eigenvalue below \(d\). Its `linear_combination` steps carry out the eliminations done above by hand.

**An explicit ground state.** `lowRoot`, `amplitude` and `groundVector` define \(x\), \(q\) and the normalised eigenvector. `isGroundState_witness` verifies all three parts of the definition, so the hypotheses of the limit theorems can be met for every \(N\). To show that \(x\) is lowest, suppose that an eigenvalue \(\mu<x\) exists. Subtracting the two secular equations gives

\[
(x-\mu)(d-\mu-x)=0,
\]

but both factors are positive. `nlinarith` receives their product and finds the contradiction.

**The reference weight.** `corrected_ground` compares an arbitrary ground state with the explicit one to get \(E\le0\). It then inserts the equal amplitudes into the normalisation condition. The intermediate result `hwt` is \(w(2E-d)=E-d\), from which the formula for \(R\) follows.

**The bounds.** `corrected_bounds` proves the two inequalities for \(E\) by contradiction. In each case `nlinarith` is given a product of a difference and a sum, which is the comparison of squares used above. The bounds on \(E/(E-d)\) then complete the estimate for \(R\).

**The limits.** `corrected_per_fragment_tendsto_zero` squeezes \(R_N/N\) between \(-2|b|/\sqrt N\) and \(3d/N\). The lower bound is needed only for \(N>0\), which `filter_upwards` supplies for all large \(N\). `recovered_fraction_tendsto_zero` obtains \(E_1<0\) from the secular equation at \(N=1\) and divides the first limit by \(E_1\).
